# The volume derivative of the Birch–Murnaghan strain variable y = (V0/V)^(2/3) − 1 is −(2/3)(y + 1)/V

The Birch–Murnaghan equation of state describes compression through the variable y = (V0/V)^(2/3) − 1, where V0 is a fixed reference volume and V is the actual volume. The theorem `strain_deriv` says that, for positive real V0 and V, this variable has derivative −(2/3)(y + 1)/V with respect to V, in the strict sense of `HasStrictDerivAt`. The attempt writes V0/V as V0 · V⁻¹ and applies the chain rule to the power 2/3. It then has to show that the derivative so obtained equals the stated one, which it tries to do with `linear_combination`, using V0 · V0⁻¹ = 1 and V · V⁻¹ = 1.

An attempt in Lean 4 with a fault in it:

```lean
import Mathlib

open Filter Topology

namespace PseudopotentialDeltaTest

noncomputable section

/-- The strain variable `y = (V0/V)^(2/3) - 1` of the Birch-Murnaghan equation, for `V0, V > 0`. -/
def strain (V0 V : ℝ) : ℝ := (V0 / V) ^ (2 / 3 : ℝ) - 1

/-- The strain variable changes with volume at the rate `-(2/3) (y + 1) / V`. -/
theorem strain_deriv {V0 V : ℝ} (hV0 : 0 < V0) (hV : 0 < V) :
    HasStrictDerivAt (strain V0) (-(2 / 3) * (strain V0 V + 1) * V⁻¹) V := by
  have hf : strain V0 = fun v => (V0 * v⁻¹) ^ (2 / 3 : ℝ) - 1 := by
    funext v
    simp only [strain, div_eq_mul_inv]
  have hx : V0 * V⁻¹ ≠ 0 := mul_ne_zero hV0.ne' (inv_ne_zero hV.ne')
  have h1 : HasStrictDerivAt (fun v => V0 * v⁻¹) (V0 * -(V ^ 2)⁻¹) V :=
    (hasStrictDerivAt_inv hV.ne').const_mul V0
  have h2 := (Real.hasStrictDerivAt_rpow_const_of_ne hx (2 / 3)).comp V h1
  rw [hf]
  refine HasStrictDerivAt.congr_deriv (h2.sub_const 1) ?_
  change 2 / 3 * (V0 * V⁻¹) ^ (2 / 3 - 1 : ℝ) * (V0 * -(V ^ 2)⁻¹) =
    -(2 / 3) * ((V0 * V⁻¹) ^ (2 / 3 : ℝ) - 1 + 1) * V⁻¹
  rw [Real.rpow_sub_one hx]
  generalize (V0 * V⁻¹) ^ (2 / 3 : ℝ) = X
  have e0 : V0 * V0⁻¹ = 1 := mul_inv_cancel₀ hV0.ne'
  have e1 : V * V⁻¹ = 1 := mul_inv_cancel₀ hV.ne'
  linear_combination (-(2 / 3) * X * V⁻¹ * (V * V⁻¹)) * e0 + (-(2 / 3) * X * V⁻¹) * e1

end

end PseudopotentialDeltaTest
```

Lean reports:

```
Main.lean:30:2: error: ring failed, ring expressions not equal
V0 V : ℝ
hV0 : 0 < V0
hV : 0 < V
hf : strain V0 = fun v => (V0 * v⁻¹) ^ (2 / 3) - 1
hx : V0 * V⁻¹ ≠ 0
h1 : HasStrictDerivAt (fun v => V0 * v⁻¹) (V0 * -(V ^ 2)⁻¹) V
h2 :
  HasStrictDerivAt ((fun x => x ^ (2 / 3)) ∘ fun v => V0 * v⁻¹) (2 / 3 * (V0 * V⁻¹) ^ (2 / 3 - 1) * (V0 * -(V ^ 2)⁻¹)) V
X : ℝ
e0 : V0 * V0⁻¹ = 1
e1 : V * V⁻¹ = 1
⊢ X * V0 * V * V⁻¹ ^ 2 * V0⁻¹ * (2 / 3) + X * V0 * V⁻¹ ^ 2 * V0⁻¹ * V⁻¹⁻¹ * (-2 / 3) = 0
```

Cause. The error says that `ring`, which `linear_combination` calls to check the final identity, was left with two terms it could not cancel. They differ only in that one contains `V` where the other contains `V⁻¹⁻¹`, and their coefficients are opposite, so they would cancel if the double inverse were read as `V`.

The double inverse comes from `Real.rpow_sub_one`, which turns the power 2/3 − 1 into the power 2/3 divided by the base. With the power named `X`, the goal contains `X / (V0 * V⁻¹)`. Inverting that denominator gives `V0⁻¹ * V⁻¹⁻¹`, and here `ring` did not reduce the last factor to `V`. The hypotheses `e0` and `e1` were used with the right coefficients, but neither removes a double inverse.

The repair proves `e2`, that `X / (V0 * V⁻¹)` equals `X * V0⁻¹ * V`, with `inv_inv` doing the step `ring` missed. Then `rw [e2]` puts this form into the goal, and the original `linear_combination` line succeeds unchanged.

The change, after which it compiles:

```diff
@@ -28,4 +28,7 @@
   have e0 : V0 * V0⁻¹ = 1 := mul_inv_cancel₀ hV0.ne'
   have e1 : V * V⁻¹ = 1 := mul_inv_cancel₀ hV.ne'
+  have e2 : X / (V0 * V⁻¹) = X * V0⁻¹ * V := by
+    rw [div_eq_mul_inv, mul_inv, inv_inv, mul_assoc]
+  rw [e2]
   linear_combination (-(2 / 3) * X * V⁻¹ * (V * V⁻¹)) * e0 + (-(2 / 3) * X * V⁻¹) * e1
 
```
